# In a two-state model of nsnp J = 1, the singlet weight of the lower level grows with the ratio of spin–orbit coupling to exchange

## Basis, parameters and line strength

The basis is (³P₁, ¹P₁), numbered as in Lean: $c_0$ is the triplet amplitude and $c_1$ the singlet amplitude. $G$ is the exchange integral, half the singlet–triplet separation without spin–orbit coupling, and $z$ is the spin–orbit constant of the p electron. Energies are measured from the midpoint of the two terms at $z=0$.

```lean
import Mathlib

open Matrix Filter Topology

namespace IntermediateCoupling

noncomputable section
```

The Hamiltonian $H$ is taken as given. It describes a single configuration, with the same $z$ in the diagonal and off-diagonal elements.

```lean
/-- The nsnp, J = 1 Hamiltonian in the basis (triplet, singlet), with exchange integral `G`
and spin-orbit constant `z`. -/
def hamiltonian (G z : ℝ) : Matrix (Fin 2) (Fin 2) ℝ :=
  !![-G - z / 2, z / √2; z / √2, G]
```

Write $d = 2G + z/2$ for the difference of the diagonal elements, and $S=\sqrt{d^2+2z^2}$.

```lean
/-- The difference of the singlet and triplet diagonal energies. -/
def detuning (G z : ℝ) : ℝ := 2 * G + z / 2

/-- The quantity `√(d² + 2z²)`, with `d` the detuning. -/
def splitting (G z : ℝ) : ℝ := √(detuning G z ^ 2 + 2 * z ^ 2)
```

Two candidate energies, $E_-$ (`eLow`) and $E_+$ (`eHigh`), are named here; part (e) shows that they are the eigenvalues.

```lean
/-- The lower energy of the J = 1 pair. -/
def eLow (G z : ℝ) : ℝ := (-(z / 2) - splitting G z) / 2

/-- The upper energy of the J = 1 pair. -/
def eHigh (G z : ℝ) : ℝ := (-(z / 2) + splitting G z) / 2
```

A level is a normalised real vector $c$ with $Hc=Ec$. Its singlet weight is $c_1^2$.

```lean
/-- The vector `c` is a normalised stationary state of energy `E`. -/
def IsLevel (G z E : ℝ) (c : Fin 2 → ℝ) : Prop :=
  c 0 ^ 2 + c 1 ^ 2 = 1 ∧ hamiltonian G z *ᵥ c = E • c
```

The function `singletWeight`, written $w(G,z)$, is at first only an expression in $d$ and $S$. The function `mixing`, written $m(r)$, will carry the dependence on $r=d/z$.

```lean
/-- The closed formula `(1 - d/√(d² + 2z²))/2`, for `G` and `z` not both zero. -/
def singletWeight (G z : ℝ) : ℝ := (1 - detuning G z / splitting G z) / 2

/-- The function `r/√(r² + 2)` of the reduced detuning `r = d/z`. -/
def mixing (r : ℝ) : ℝ := r / √(r ^ 2 + 2)
```

The electric dipole operator does not act on spin, so from a pure singlet ground state only the singlet component is reached, with amplitude $\mu$. This neglects any triplet admixture in the ground state.

```lean
/-- Dipole line strength between the state `c` and a pure singlet ground state: only the
singlet component of `c` carries a transition dipole, `μ`. -/
def lineStrength (μ : ℝ) (c : Fin 2 → ℝ) : ℝ := (c ⬝ᵥ ![0, μ]) ^ 2
```

## (a) The eigenvector equation in components

Show that $c$ is a level of energy $E$ exactly when $c_0^2+c_1^2=1$ and

$$(-G-\tfrac z2)c_0+\tfrac{z}{\sqrt2}c_1=Ec_0,\qquad \tfrac{z}{\sqrt2}c_0+Gc_1=Ec_1 .$$

These are the two rows of $Hc=Ec$.

```lean
private lemma isLevel_iff (G z E : ℝ) (c : Fin 2 → ℝ) :
    IsLevel G z E c ↔ c 0 ^ 2 + c 1 ^ 2 = 1 ∧
      (-G - z / 2) * c 0 + z / √2 * c 1 = E * c 0 ∧ z / √2 * c 0 + G * c 1 = E * c 1 := by
  simp [IsLevel, hamiltonian, funext_iff, Fin.forall_fin_two, dotProduct, Fin.sum_univ_two]
```

## (b) The squared coupling

Show that $(z/\sqrt2)^2=z^2/2$. This holds because $(\sqrt2)^2=2$.

```lean
private lemma coupling_sq (z : ℝ) : (z / √2) ^ 2 = z ^ 2 / 2 := by
  rw [div_pow, Real.sq_sqrt (by norm_num)]
```

## (c) The square of S

Show that $S^2=d^2+2z^2$. The radicand is a sum of squares, hence non-negative, and squaring undoes the root.

```lean
private lemma splitting_sq (G z : ℝ) :
    splitting G z ^ 2 = detuning G z ^ 2 + 2 * z ^ 2 :=
  Real.sq_sqrt (by positivity)
```

## (d) Positivity of S

Show that $S>0$ when $z>0$. The radicand is at least $2z^2>0$.

```lean
private lemma splitting_pos (G : ℝ) {z : ℝ} (hz : 0 < z) : 0 < splitting G z :=
  Real.sqrt_pos.2 (by positivity)
```

## (e) The two energies

For $z>0$ and any real $G$, show that $E_-<E_+$ and that a level of energy $E$ exists exactly when

$$E=E_\pm=\tfrac12\left(-\tfrac z2\pm S\right).$$

The inequality follows from $E_+-E_-=S>0$. Now put $v=z/\sqrt2$. The rows read $(E+G+\tfrac z2)c_0=vc_1$ and $(E-G)c_1=vc_0$. Eliminating either amplitude gives $Pc_0=Pc_1=0$ with

$$P=v^2-(E-G)(E+G+\tfrac z2).$$

Multiply these by $c_0$ and $c_1$ and add: normalisation gives $P=0$. Completing the square turns this into $(2E+\tfrac z2)^2=d^2+2z^2=S^2$, so $E=E_\pm$.

Conversely, take the vector $(E-G,\,v)$ at $E=E_\pm$. It satisfies the second row identically and the first because $P=0$. It is non-zero since $v>0$, so it can be normalised.

In the proof, `hP` is $P=0$, `hprod` is its factorised form, and `k` is the normalisation factor.

```lean
/-- For `z > 0` the J = 1 Hamiltonian has exactly two energies, `eLow` and `eHigh`, and
`eLow` lies strictly below `eHigh`. -/
theorem energies (G : ℝ) {z : ℝ} (hz : 0 < z) :
    eLow G z < eHigh G z ∧
      ∀ E, (∃ c, IsLevel G z E c) ↔ E = eLow G z ∨ E = eHigh G z := by
  have hS := splitting_sq G z
  have hv := coupling_sq z
  refine ⟨by have := splitting_pos G hz; unfold eLow eHigh; linarith, fun E => ⟨?_, ?_⟩⟩
  · rintro ⟨c, hc⟩
    obtain ⟨hn, h1, h2⟩ := (isLevel_iff G z E c).1 hc
    -- the characteristic equation
    have hP : (z / √2) ^ 2 - (E - G) * (E + G + z / 2) = 0 := by
      linear_combination c 0 * (z / √2 * h2 + (E - G) * h1)
        + c 1 * (z / √2 * h1 + (E + G + z / 2) * h2)
        - ((z / √2) ^ 2 - (E - G) * (E + G + z / 2)) * hn
    have hprod : (E - eLow G z) * (E - eHigh G z) = 0 := by
      unfold eLow eHigh
      unfold detuning at hS
      linear_combination -hP + hv - hS / 4
    rcases mul_eq_zero.1 hprod with h | h
    · exact Or.inl (sub_eq_zero.1 h)
    · exact Or.inr (sub_eq_zero.1 h)
  · intro h
    have hE : (2 * E + z / 2) ^ 2 = (2 * G + z / 2) ^ 2 + 2 * z ^ 2 := by
      unfold detuning at hS
      rcases h with h | h
      · rw [h, eLow]; linear_combination hS
      · rw [h, eHigh]; linear_combination hS
    -- normalise the explicit eigenvector (E - G, z/√2)
    have hQ : 0 < (E - G) ^ 2 + (z / √2) ^ 2 := by positivity
    obtain ⟨k, hk⟩ : ∃ k : ℝ, k ^ 2 * ((E - G) ^ 2 + (z / √2) ^ 2) = 1 :=
      ⟨(√((E - G) ^ 2 + (z / √2) ^ 2))⁻¹, by
        rw [inv_pow, Real.sq_sqrt hQ.le, inv_mul_cancel₀ hQ.ne']⟩
    refine ⟨![k * (E - G), k * (z / √2)], (isLevel_iff _ _ _ _).2 ?_⟩
    simp only [Matrix.cons_val_zero, Matrix.cons_val_one]
    refine ⟨?_, ?_, ?_⟩
    · linear_combination hk
    · linear_combination k * hv - k / 4 * hE
    · ring
```

## (f) The weight at a given energy

For any level, show that

$$c_1^2\left[(E-G)^2+\tfrac{z^2}{2}\right]=\tfrac{z^2}{2}.$$

Square the second row, $(E-G)c_1=vc_0$, and insert $c_0^2=1-c_1^2$:

$$(E-G)^2c_1^2=\tfrac{z^2}{2}(1-c_1^2).$$

```lean
private lemma weight_eq {G z E : ℝ} {c : Fin 2 → ℝ} (hc : IsLevel G z E c) :
    c 1 ^ 2 * ((E - G) ^ 2 + z ^ 2 / 2) = z ^ 2 / 2 := by
  obtain ⟨hn, -, h2⟩ := (isLevel_iff G z E c).1 hc
  linear_combination z ^ 2 / 2 * hn - (z / √2 * c 0 + (E - G) * c 1) * h2
    + c 0 ^ 2 * coupling_sq z
```

## (g) Singlet weight of the lower level

For $G,z>0$, show that the level at $E_-$ has

$$c_1^2=w=\tfrac12\left(1-\frac dS\right).$$

Here $E_--G=-(S+d)/2$. Multiply (f) by 4 and use $2z^2=S^2-d^2$:

$$c_1^2\left[(S+d)^2+S^2-d^2\right]=S^2-d^2,$$

that is, $2S(S+d)\,c_1^2=(S+d)(S-d)$. Since $S+d>0$, it cancels, leaving $c_1^2=(S-d)/(2S)$. Lean writes the equation before cancellation as a vanishing product, `hprod`.

In a numerical calculation, `numpy.linalg.eigh` returns ascending eigenvalues with normalised eigenvectors as columns, so this weight is `v[1,0]**2` for the eigenvector array `v`; the arbitrary sign of the column drops out. If the closed formula is coded and $z\ll G$, the equal form $z^2/[S(S+d)]$ avoids subtracting two nearly equal numbers.

```lean
/-- For `G, z > 0` the lower J = 1 state has singlet weight `(1 - d/√(d² + 2z²))/2`. -/
theorem singlet_weight_low {G z : ℝ} (hG : 0 < G) (hz : 0 < z) {c : Fin 2 → ℝ}
    (hc : IsLevel G z (eLow G z) c) : c 1 ^ 2 = singletWeight G z := by
  have hS := splitting_sq G z
  have hpos := splitting_pos G hz
  have hd : 0 < detuning G z := by unfold detuning; positivity
  have key := weight_eq hc
  have hprod : (splitting G z + detuning G z) *
      (2 * splitting G z * c 1 ^ 2 - (splitting G z - detuning G z)) = 0 := by
    simp only [eLow, detuning] at key hS ⊢
    linear_combination 4 * key + (c 1 ^ 2 - 1) * hS
  have h := (mul_eq_zero.1 hprod).resolve_left (by positivity)
  have hne := hpos.ne'
  rw [singletWeight]
  field_simp
  linarith
```

## (h) Singlet weight of the upper level

For $G,z>0$, show that the level at $E_+$ has $c_1^2=1-w$.

Now $E_+-G=(S-d)/2$, and the same algebra gives $2S(S-d)\,c_1^2=(S-d)(S+d)$. Because $z>0$, $S>d$ and the factor $S-d$ cancels. Hence $c_1^2=(S+d)/(2S)=1-w$.

```lean
/-- For `G, z > 0` the upper J = 1 state carries the remaining singlet weight. -/
theorem singlet_weight_high {G z : ℝ} (hG : 0 < G) (hz : 0 < z) {c : Fin 2 → ℝ}
    (hc : IsLevel G z (eHigh G z) c) : c 1 ^ 2 = 1 - singletWeight G z := by
  have hS := splitting_sq G z
  have hpos := splitting_pos G hz
  have hd : 0 < detuning G z := by unfold detuning; positivity
  have hlt : detuning G z < splitting G z := by
    have := pow_pos hz 2
    nlinarith
  have key := weight_eq hc
  have hprod : (splitting G z - detuning G z) *
      (2 * splitting G z * c 1 ^ 2 - (splitting G z + detuning G z)) = 0 := by
    simp only [eHigh, detuning] at key hS ⊢
    linear_combination 4 * key + (c 1 ^ 2 - 1) * hS
  have h := (mul_eq_zero.1 hprod).resolve_left (sub_pos.2 hlt).ne'
  have hne := hpos.ne'
  rw [singletWeight]
  field_simp
  linarith
```

## (i) Reduction to one ratio

For $z>0$, show that

$$w(G,z)=\tfrac12\left[1-m\!\left(\tfrac{2G}{z}+\tfrac12\right)\right],\qquad m(r)=\frac{r}{\sqrt{r^2+2}}.$$

With $r=2G/z+\tfrac12$ one has $d=zr$ and $S=z\sqrt{r^2+2}$, so $z$ cancels in $d/S$.

```lean
/-- For `z > 0` the singlet weight depends on `G` and `z` only through their ratio. -/
theorem singletWeight_eq_mixing (G : ℝ) {z : ℝ} (hz : 0 < z) :
    singletWeight G z = (1 - mixing (2 * (G / z) + 1 / 2)) / 2 := by
  have hd : detuning G z = z * (2 * (G / z) + 1 / 2) := by
    have hne := hz.ne'
    have h : z * (G / z) = G := by field_simp
    unfold detuning
    linear_combination -2 * h
  have hs : splitting G z = z * √((2 * (G / z) + 1 / 2) ^ 2 + 2) := by
    rw [splitting, hd, show ∀ r : ℝ, (z * r) ^ 2 + 2 * z ^ 2 = z ^ 2 * (r ^ 2 + 2) from
      fun r => by ring, Real.sqrt_mul (sq_nonneg z), Real.sqrt_sq hz.le]
  rw [singletWeight, hs, hd, mul_div_mul_left _ _ hz.ne', mixing]
```

## (j) Monotonicity of m

Show that $0<a<b$ implies $m(a)<m(b)$.

Cross-multiplied, the claim is $a\sqrt{b^2+2}<b\sqrt{a^2+2}$. Both sides are positive, so compare squares: $a^2b^2+2a^2<a^2b^2+2b^2$, which is true.

```lean
private lemma mixing_strictMono : StrictMonoOn mixing (Set.Ioi 0) := by
  intro a ha b hb hab
  have ha' : 0 < a := ha
  have hb' : 0 < b := hb
  unfold mixing
  rw [div_lt_div_iff₀ (by positivity) (by positivity)]
  -- compare the squares of both sides
  refine lt_of_pow_lt_pow_left₀ 2 (by positivity) ?_
  rw [mul_pow, mul_pow, Real.sq_sqrt (by positivity), Real.sq_sqrt (by positivity)]
  nlinarith
```

## (k) The value at zero exchange

Show that $m(\tfrac12)=\tfrac13$. The root is $\sqrt{\tfrac14+2}=\tfrac32$, and $\tfrac12/\tfrac32=\tfrac13$.

```lean
private lemma mixing_half : mixing (1 / 2) = 1 / 3 := by
  have h : √((1 / 2 : ℝ) ^ 2 + 2) = 3 / 2 := by
    rw [show (1 / 2 : ℝ) ^ 2 + 2 = (3 / 2) ^ 2 by norm_num, Real.sqrt_sq (by norm_num)]
  rw [mixing, h]
  norm_num
```

## (l) Ordering two atoms by singlet weight

For positive parameters, show that

$$w(G,z)<w(G',z')\iff \frac zG<\frac{z'}{G'} .$$

By (i), the left side means $m(r)>m(r')$, where $r'=2G'/z'+\tfrac12$. By (j) this means $r>r'$, hence $G/z>G'/z'$. Taking reciprocals of positive numbers reverses the inequality.

```lean
/-- For positive parameters, the singlet weight is larger in the second atom exactly when
its ratio `z/G` is larger. -/
theorem singletWeight_lt_iff {G z G' z' : ℝ} (hG : 0 < G) (hz : 0 < z)
    (hG' : 0 < G') (hz' : 0 < z') :
    singletWeight G z < singletWeight G' z' ↔ z / G < z' / G' := by
  have hr : 2 * (G / z) + 1 / 2 ∈ Set.Ioi (0 : ℝ) := Set.mem_Ioi.2 (by positivity)
  have hr' : 2 * (G' / z') + 1 / 2 ∈ Set.Ioi (0 : ℝ) := Set.mem_Ioi.2 (by positivity)
  have hm := mixing_strictMono.lt_iff_lt hr' hr
  have hq : G' / z' < G / z ↔ z / G < z' / G' := by
    rw [div_lt_div_iff₀ hz' hz, div_lt_div_iff₀ hG hG']
    constructor <;> intro h <;> linarith
  rw [singletWeight_eq_mixing G hz, singletWeight_eq_mixing G' hz', ← hq]
  constructor
  · intro h
    have := hm.1 (by linarith)
    linarith
  · intro h
    have := hm.2 (by linarith)
    linarith
```

## (m) The upper bound

For $G,z>0$, show that $w<\tfrac13$.

Since $r>\tfrac12$, parts (j) and (k) give $m(r)>\tfrac13$, so $w<\tfrac12(1-\tfrac13)=\tfrac13$.

```lean
/-- For `G, z > 0` the singlet weight stays strictly below one third. -/
theorem singletWeight_lt_third {G z : ℝ} (hG : 0 < G) (hz : 0 < z) :
    singletWeight G z < 1 / 3 := by
  have hq : 0 < G / z := div_pos hG hz
  have h := mixing_strictMono (Set.mem_Ioi.2 (by norm_num : (0 : ℝ) < 1 / 2))
    (Set.mem_Ioi.2 (by positivity : 0 < 2 * (G / z) + 1 / 2)) (by linarith)
  rw [mixing_half] at h
  rw [singletWeight_eq_mixing G hz]
  linarith
```

## (n) The limit of dominant spin–orbit coupling

For a family of atoms with $z_i>0$ and $z_i/G_i\to\infty$, show that $w(G_i,z_i)\to\tfrac13$.

Then $G_i/z_i\to0$ and $r_i=2G_i/z_i+\tfrac12\to\tfrac12$. Continuity of $m$ gives $m(r_i)\to\tfrac13$, and (i) gives the limit. The filter `l` in Lean covers sequences and continuous parameters alike. Physically this is the jj-coupling limit, in which the lower level is built from p$_{1/2}$.

```lean
/-- Along any family of atoms with `z > 0` and `z/G → ∞`, the singlet weight tends to
one third. -/
theorem singletWeight_tendsto {ι : Type*} {l : Filter ι} {G z : ι → ℝ}
    (hz : ∀ i, 0 < z i) (h : Tendsto (fun i => z i / G i) l atTop) :
    Tendsto (fun i => singletWeight (G i) (z i)) l (𝓝 (1 / 3)) := by
  have h0 : Tendsto (fun i => G i / z i) l (𝓝 0) :=
    (tendsto_inv_atTop_zero.comp h).congr fun i => inv_div (z i) (G i)
  have hcont : Continuous mixing :=
    continuous_id.div (by fun_prop) fun r => (Real.sqrt_pos.2 (by positivity)).ne'
  have hr : Tendsto (fun i => 2 * (G i / z i) + 1 / 2) l (𝓝 (1 / 2)) := by
    have h2 : Tendsto (fun i => 2 * (G i / z i) + 1 / 2) l (𝓝 (2 * 0 + 1 / 2 : ℝ)) :=
      (h0.const_mul 2).add_const (1 / 2)
    rwa [show (2 * 0 + 1 / 2 : ℝ) = 1 / 2 by norm_num] at h2
  have hm := (hcont.tendsto (1 / 2)).comp hr
  rw [mixing_half] at hm
  have hw := (hm.const_sub 1).div_const 2
  rw [show ((1 : ℝ) - 1 / 3) / 2 = 1 / 3 by norm_num] at hw
  exact hw.congr fun i => (singletWeight_eq_mixing (G i) (hz i)).symm
```

## (o) Line strength from singlet weight

Show that the line strength of a state $c$ is $\mu^2c_1^2$. The scalar product of $c$ with $(0,\mu)$ is $\mu c_1$; square it.

```lean
private lemma lineStrength_eq (μ : ℝ) (c : Fin 2 → ℝ) :
    lineStrength μ c = μ ^ 2 * c 1 ^ 2 := by
  simp only [lineStrength, dotProduct, Fin.sum_univ_two, Matrix.cons_val_zero,
    Matrix.cons_val_one]
  ring
```

## (p) The intercombination trend

Take two atoms with positive parameters and the same $\mu\neq0$, and let $c$, $c'$ be their lower levels. Show that

$$\mu^2c_1^2<\mu^2c_1'^2\iff\frac zG<\frac{z'}{G'} .$$

By (g) the two strengths are $\mu^2w(G,z)$ and $\mu^2w(G',z')$. Divide by $\mu^2>0$ and apply (l).

Within this single-configuration model with a common dipole, this accounts for stronger intercombination lines in heavier atoms whenever $z/G$ grows down the group. The statement concerns line strengths; a decay rate also contains the cube of the transition frequency.

```lean
/-- Intercombination trend: for two atoms with positive parameters and the same nonzero
singlet dipole, the line of the lower J = 1 state is stronger in the second atom exactly when
its ratio `z/G` is larger. -/
theorem intercombination_trend {G z G' z' μ : ℝ} (hG : 0 < G) (hz : 0 < z)
    (hG' : 0 < G') (hz' : 0 < z') (hμ : μ ≠ 0) {c c' : Fin 2 → ℝ}
    (hc : IsLevel G z (eLow G z) c) (hc' : IsLevel G' z' (eLow G' z') c') :
    lineStrength μ c < lineStrength μ c' ↔ z / G < z' / G' := by
  have hμ2 : 0 < μ ^ 2 := by positivity
  rw [lineStrength_eq, lineStrength_eq, singlet_weight_low hG hz hc,
    singlet_weight_low hG' hz' hc', ← singletWeight_lt_iff hG hz hG' hz']
  exact ⟨fun h => lt_of_mul_lt_mul_left h hμ2.le, fun h => mul_lt_mul_of_pos_left h hμ2⟩
```

## (q) Comparison with the resonance line

In one atom with $G,z>0$ and $\mu\ne0$, let $a$ be the lower and $b$ the upper level. Show that

$$\mu^2a_1^2<\tfrac12\,\mu^2b_1^2 .$$

By (g) and (h) this reads $w<\tfrac12(1-w)$, or $3w<1$, which is (m).

```lean
/-- For `G, z > 0` and a nonzero singlet dipole, the line of the lower J = 1 state has less
than half the strength of the line of the upper one. -/
theorem intercombination_lt_half_resonance {G z μ : ℝ} (hG : 0 < G) (hz : 0 < z)
    (hμ : μ ≠ 0) {a b : Fin 2 → ℝ} (ha : IsLevel G z (eLow G z) a)
    (hb : IsLevel G z (eHigh G z) b) :
    lineStrength μ a < lineStrength μ b / 2 := by
  have hμ2 : 0 < μ ^ 2 := by positivity
  have hw := singletWeight_lt_third hG hz
  rw [lineStrength_eq, lineStrength_eq, singlet_weight_low hG hz ha,
    singlet_weight_high hG hz hb]
  nlinarith [mul_pos hμ2 (sub_pos.2 hw)]

end

end IntermediateCoupling
```

```lean
#print axioms IntermediateCoupling.singlet_weight_low
-- 'IntermediateCoupling.singlet_weight_low' depends on axioms: [propext, Classical.choice, Quot.sound]
#print axioms IntermediateCoupling.singletWeight_tendsto
-- 'IntermediateCoupling.singletWeight_tendsto' depends on axioms: [propext, Classical.choice, Quot.sound]
#print axioms IntermediateCoupling.intercombination_trend
-- 'IntermediateCoupling.intercombination_trend' depends on axioms: [propext, Classical.choice, Quot.sound]
#print axioms IntermediateCoupling.intercombination_lt_half_resonance
-- 'IntermediateCoupling.intercombination_lt_half_resonance' depends on axioms: [propext, Classical.choice, Quot.sound]
```
